# Stretching an s-wave radial function by s divides its cutoff energy by s² at fixed relative kinetic residual

Let $u(r)=rR(r)$ be the radial function of an s-wave orbital with radial part $R$, and let $u$ be integrable on $r>0$ with finite kinetic energy. Stretch it by a factor $s>0$, keeping its norm:
$$u_s(r)=s^{-1/2}\,u(r/s).$$
If $W(Q)$ is the kinetic weight of $u$ beyond wave number $Q$, and $W_s$ that of $u_s$, then
$$W_s(Q/s)=\frac{W(Q)}{s^2}.$$
The total weight is divided by the same $s^2$, so the fraction left out is the same at $Q/s$ as it was at $Q$. The cutoff energy, $Q^2/2$ in atomic units, is therefore divided by $s^2$.

## Partial waves and the plane-wave cutoff

In the projector augmented-wave (PAW) method, a smooth wave function is expanded in plane waves up to a cutoff. Inside each augmentation sphere it is approximated by a combination of smooth partial waves, so their shape affects the cutoff needed. Shrinking a function without changing its shape shortens its wavelengths and raises its cutoff. The scaling law quantifies this for a single s-wave function under pure dilation, at a fixed relative residual. An absolute tolerance in hartree would have to be divided by $s^2$ as well.

In atomic units, write the orbital as $u(r)/(r\sqrt{4\pi})$. Its plane-wave content is given by the sine transform, and its kinetic density in $q$ by $K$:
$$F(q)=\int_0^\infty \sin(qr)\,u(r)\,dr,\qquad K(q)=q^2F(q)^2,\qquad W(Q)=\int_Q^\infty K(q)\,dq.$$
The transform is unnormalised: for $\int_0^\infty u^2\,dr=1$ the kinetic energy is $W(0)/\pi$ hartree. The factor $1/\pi$ drops out of every relative residual.

## What the theorems say

The Lean names `scaled`, `sineTransform`, `kineticDensity` and `tail` stand for $u_s$, $F$, $K$ and $W$. Radial functions have type `ℝ → ℝ`, but only their values on $r>0$ enter these integrals.

`FiniteKinetic u` says that $u$ is integrable on $r>0$ and that $K$ is integrable on $q>0$; "finite weight" below means both. The second condition is the physical requirement of finite kinetic energy, and it does not follow from the first: $u=e^{-r}$ has $K(q)\to1$ at large $q$. Lean gives a divergent integral the value zero, so this predicate keeps such functions from passing as converged.

`Converged u δ Ecut` says that the weight is finite, that $E_{\rm cut}\ge0$, and that $W(\sqrt{2E_{\rm cut}})\le\delta\,W(0)$. Here $\delta$ is the tolerated fraction, written without division.

The main results, all for $s>0$, are:

- `tail_scaled`: if $u$ has finite weight, so does $u_s$, and the displayed law holds for every $Q$.
- `relative_residual_scaled`: a fraction $\delta$ beyond $Q$ becomes the same fraction beyond $Q/s$.
- `converged_scaled_iff`: $E_{\rm cut}/s^2$ suffices for $u_s$ exactly when $E_{\rm cut}$ suffices for $u$.
- `least_cutoff_scaled`: if $E_0$ is the least sufficient cutoff for $u$, then $E_0/s^2$ is the least for $u_s$. That a least cutoff exists is a hypothesis.

None of these assumes compact support. Continuity need not be assumed either: finite weight already forces $u$ to agree almost everywhere on $r>0$ with a continuous function that tends to zero at the origin. A separate theorem, `finiteKinetic_of_smooth`, derives finite weight for a twice continuously differentiable $u$ that vanishes at the origin and from a radius $r_c\ge0$ outwards. A nonzero slope at the origin is allowed. Lean asks for the derivatives on the whole real line; a function that is twice continuously differentiable on $r\ge0$ can be extended to $r<0$ without changing $F$.

These theorems do not carry over directly to a real PAW dataset. Outside its matching radius a smooth partial wave coincides with the all-electron one, so it need not vanish there, and regenerating it with a larger radius is generally not a dilation.

## Two substitutions

Put $r=sx$ in the transform of $u_s$:
$$F_s(q)=s^{-1/2}\int_0^\infty\sin(qr)\,u(r/s)\,dr=s^{1/2}\int_0^\infty\sin(sqx)\,u(x)\,dx=\sqrt s\,F(sq).$$
Squaring gives
$$K_s(q)=q^2\,s\,F(sq)^2=\frac{(sq)^2F(sq)^2}{s}=\frac{K(sq)}{s}.$$
Now put $p=sq$ in the tail:
$$W_s(Q/s)=\frac1s\int_{Q/s}^\infty K(sq)\,dq=\frac1{s^2}\int_Q^\infty K(p)\,dp=\frac{W(Q)}{s^2}.$$
The same substitutions show that $u_s$ and $K_s$ are integrable exactly when $u$ and $K$ are.

At $Q=0$ the law reads $W_s(0)=W(0)/s^2$. Hence $W(Q)=\delta W(0)$ implies $W_s(Q/s)=\delta W_s(0)$, and likewise with $\le$ in both places. Since $\sqrt{2E/s^2}=\sqrt{2E}/s$, the cutoff $E/s^2$ suffices for $u_s$ exactly when $E$ suffices for $u$. If $E$ suffices for $u_s$, then $Es^2$ suffices for $u$, so $E_0\le Es^2$ and $E\ge E_0/s^2$.

## Why a smooth, confined function has finite weight

Differentiation gives
$$\frac{d}{dr}\bigl[\sin(qr)\,u'-q\cos(qr)\,u\bigr]=\sin(qr)\,u''+q^2\sin(qr)\,u,$$
because the two terms $q\cos(qr)\,u'$ cancel. Integrate from $0$ to $r_c$ and use $u(0)=u(r_c)=0$:
$$q^2F(q)=\sin(qr_c)\,u'(r_c)-\int_0^{r_c}\sin(qr)\,u''(r)\,dr.$$
The boundary term is in fact zero, because $u$ is differentiable at $r_c$ and vanishes from there outwards, but the Lean proof simply keeps it. Thus $|q^2F(q)|\le C$ with $C=|u'(r_c)|+\int_0^{r_c}|u''|\,dr$, and $K(q)=(q^2F)^2/q^2\le C^2/q^2$. This is integrable on $q>1$. On $0<q\le1$ the density is continuous and bounded.

## A cutoff of 3/2 hartree becomes 3/8

Take $u(r)=re^{-r}$, which has finite weight without compact support. Then
$$F(q)=\frac{2q}{(1+q^2)^2},\qquad K(q)=\frac{4q^4}{(1+q^2)^4}.$$
With $q=\tan\theta$,
$$\int K\,dq=4\int\sin^4\theta\cos^2\theta\,d\theta=\frac{\theta}{4}-\frac{\sin4\theta}{16}-\frac{\sin^3 2\theta}{12}.$$
The total is $W(0)=\pi/8$. For $Q=\sqrt3$, that is $\theta=\pi/3$, the two sine terms cancel and $W(\sqrt3)=\pi/8-\pi/12=\pi/24$. One third of the weight is left out at the cutoff energy $3/2$.

For $s=2$ the total is $\pi/32$ and the weight beyond $\sqrt3/2$ is $\pi/96$, again one third. The cutoff energy is now $3/8$.

## Tails with values in [0, ∞]

The tail could also be defined as an integral with values in $[0,\infty]$, since $K\ge0$. The tail law would then hold for infinite kinetic weight too, reading $\infty=\infty$. The convergence criterion would still need finiteness, because $\infty\le\delta\cdot\infty$ is true for every $\delta>0$.

## The Lean file

```lean
import Mathlib

open MeasureTheory Set

namespace PartialWaveCutoff

noncomputable section

/-- The radial function `u` stretched by the length factor `s > 0`, with prefactor `s^(-1/2)`. -/
def scaled (s : ℝ) (u : ℝ → ℝ) (r : ℝ) : ℝ := (Real.sqrt s)⁻¹ * u (r / s)

/-- The (unnormalised) sine transform of an s-wave radial function. -/
def sineTransform (u : ℝ → ℝ) (q : ℝ) : ℝ := ∫ r in Ioi 0, Real.sin (q * r) * u r

/-- The kinetic weight `q² F(q)²` at wave number `q`. -/
def kineticDensity (u : ℝ → ℝ) (q : ℝ) : ℝ := q ^ 2 * sineTransform u q ^ 2

/-- The kinetic weight beyond the wave number `Q`. -/
def tail (u : ℝ → ℝ) (Q : ℝ) : ℝ := ∫ q in Ioi Q, kineticDensity u q

/-- The radial function is integrable on `r > 0` and its kinetic integral converges. -/
def FiniteKinetic (u : ℝ → ℝ) : Prop :=
  IntegrableOn u (Ioi 0) ∧ IntegrableOn (kineticDensity u) (Ioi 0)

/-- `u` satisfies `FiniteKinetic`, and the cutoff energy `Ecut = q²/2 ≥ 0` leaves out at most the
fraction `δ` of its kinetic weight. -/
def Converged (u : ℝ → ℝ) (δ Ecut : ℝ) : Prop :=
  FiniteKinetic u ∧ 0 ≤ Ecut ∧ tail u (Real.sqrt (2 * Ecut)) ≤ δ * tail u 0

/-- Stretching by `s > 0` in real space compresses the sine transform:
`F_s(q) = √s F(s q)`. -/
theorem sineTransform_scaled {s : ℝ} (hs : 0 < s) (u : ℝ → ℝ) (q : ℝ) :
    sineTransform (scaled s u) q = Real.sqrt s * sineTransform u (s * q) := by
  have h := integral_comp_mul_left_Ioi (fun r => Real.sin (s * q * r) * u r) 0 (inv_pos.2 hs)
  simp only [mul_zero, inv_inv, smul_eq_mul] at h
  have e : ∀ r, Real.sin (q * r) * scaled s u r
      = (Real.sqrt s)⁻¹ * (Real.sin (s * q * (s⁻¹ * r)) * u (s⁻¹ * r)) := by
    intro r
    have h1 : s * q * (s⁻¹ * r) = q * r := by field_simp
    rw [h1, scaled, div_eq_inv_mul]
    ring
  have h2 : (Real.sqrt s)⁻¹ * s = Real.sqrt s := by
    rw [inv_mul_eq_iff_eq_mul₀ (Real.sqrt_pos.2 hs).ne']
    exact (Real.mul_self_sqrt hs.le).symm
  simp only [sineTransform, e]
  rw [integral_const_mul, h, ← mul_assoc, h2]

/-- The kinetic weight of the function stretched by `s > 0` is `K_s(q) = K(s q) / s`. -/
theorem kineticDensity_scaled {s : ℝ} (hs : 0 < s) (u : ℝ → ℝ) (q : ℝ) :
    kineticDensity (scaled s u) q = s⁻¹ * kineticDensity u (s * q) := by
  simp only [kineticDensity]
  rw [sineTransform_scaled hs, mul_pow, Real.sq_sqrt hs.le]
  linear_combination (-(q ^ 2 * s * sineTransform u (s * q) ^ 2)) * inv_mul_cancel₀ hs.ne'

/-- For `s > 0`, the stretched function is integrable with finite kinetic weight exactly when
the original one is. -/
theorem finiteKinetic_scaled_iff {s : ℝ} (hs : 0 < s) (u : ℝ → ℝ) :
    FiniteKinetic (scaled s u) ↔ FiniteKinetic u := by
  have hA : IntegrableOn (scaled s u) (Ioi 0) ↔ IntegrableOn u (Ioi 0) := by
    have e : scaled s u = fun r => (Real.sqrt s)⁻¹ * u (s⁻¹ * r) := by
      funext r
      rw [scaled, div_eq_inv_mul]
    have h := integrableOn_Ioi_comp_mul_left_iff u 0 (inv_pos.2 hs)
    rw [mul_zero] at h
    rw [e, ← h]
    exact integrable_const_mul_iff (IsUnit.mk0 _ (inv_ne_zero (Real.sqrt_pos.2 hs).ne')) _
  have hB : IntegrableOn (kineticDensity (scaled s u)) (Ioi 0) ↔
      IntegrableOn (kineticDensity u) (Ioi 0) := by
    have h := integrableOn_Ioi_comp_mul_left_iff (kineticDensity u) 0 hs
    rw [mul_zero] at h
    rw [funext (kineticDensity_scaled hs u), ← h]
    exact integrable_const_mul_iff (IsUnit.mk0 _ (inv_ne_zero hs.ne')) _
  exact and_congr hA hB

/-- If `u` is integrable with finite kinetic weight and `s > 0`, the same holds for the
stretched function, and its kinetic weight beyond `Q/s` is `s⁻²` times that of `u` beyond `Q`. -/
theorem tail_scaled {s : ℝ} (hs : 0 < s) {u : ℝ → ℝ} (hu : FiniteKinetic u) :
    FiniteKinetic (scaled s u) ∧ ∀ Q, tail (scaled s u) (Q / s) = tail u Q / s ^ 2 := by
  refine ⟨(finiteKinetic_scaled_iff hs u).2 hu, fun Q => ?_⟩
  have h := integral_comp_mul_left_Ioi (kineticDensity u) (Q / s) hs
  rw [mul_div_cancel₀ Q hs.ne', smul_eq_mul] at h
  simp only [tail, kineticDensity_scaled hs]
  rw [integral_const_mul, h, div_eq_mul_inv, ← inv_pow]
  ring

/-- If `u` satisfies `FiniteKinetic` and has the fraction `δ` of its kinetic weight beyond `Q`, then
for `s > 0` the stretched function satisfies `FiniteKinetic` too and has the same fraction beyond
`Q/s`. -/
theorem relative_residual_scaled {s : ℝ} (hs : 0 < s) {u : ℝ → ℝ} (hu : FiniteKinetic u)
    {δ Q : ℝ} (h : tail u Q = δ * tail u 0) :
    FiniteKinetic (scaled s u) ∧ tail (scaled s u) (Q / s) = δ * tail (scaled s u) 0 := by
  obtain ⟨hf, m⟩ := tail_scaled hs hu
  have m0 := m 0
  rw [zero_div] at m0
  exact ⟨hf, by rw [m, m0, h, mul_div_assoc]⟩

/-- For `s > 0`, the cutoff energy `Ecut / s²` is sufficient for the stretched function exactly
when `Ecut` is sufficient for the original one, at the same tolerance `δ`. -/
theorem converged_scaled_iff {s : ℝ} (hs : 0 < s) (u : ℝ → ℝ) (δ Ecut : ℝ) :
    Converged (scaled s u) δ (Ecut / s ^ 2) ↔ Converged u δ Ecut := by
  have hs2 : 0 < s ^ 2 := by positivity
  have hE : 0 ≤ Ecut / s ^ 2 ↔ 0 ≤ Ecut := by rw [le_div_iff₀ hs2, zero_mul]
  -- the cutoff wave number is divided by `s`
  have hq : Real.sqrt (2 * (Ecut / s ^ 2)) = Real.sqrt (2 * Ecut) / s := by
    rw [← mul_div_assoc, Real.sqrt_div' _ hs2.le, Real.sqrt_sq hs.le]
  unfold Converged
  rw [finiteKinetic_scaled_iff hs, hE, hq]
  refine and_congr_right fun hu => and_congr_right fun _ => ?_
  have m := (tail_scaled hs hu).2
  have m0 := m 0
  rw [zero_div] at m0
  rw [m, m0, ← mul_div_assoc, div_le_div_iff_of_pos_right hs2]

/-- If `E₀` is the least sufficient cutoff energy for `u` at tolerance `δ`, then for `s > 0`
the least one for the stretched function is `E₀ / s²`. -/
theorem least_cutoff_scaled {s : ℝ} (hs : 0 < s) {u : ℝ → ℝ} {δ E₀ : ℝ}
    (h : IsLeast {E | Converged u δ E} E₀) :
    IsLeast {E | Converged (scaled s u) δ E} (E₀ / s ^ 2) := by
  have hs2 : 0 < s ^ 2 := by positivity
  refine ⟨(converged_scaled_iff hs u δ E₀).2 h.1, fun E hE => ?_⟩
  have e : E = E * s ^ 2 / s ^ 2 := (mul_div_cancel_right₀ E hs2.ne').symm
  have hE' : Converged (scaled s u) δ E := hE
  rw [e] at hE'
  rw [div_le_iff₀ hs2]
  exact h.2 ((converged_scaled_iff hs u δ _).1 hE')

/-- A twice continuously differentiable radial function that vanishes at the origin and from
`rc ≥ 0` outwards is integrable and has a finite kinetic weight. -/
theorem finiteKinetic_of_smooth {u u' u'' : ℝ → ℝ} {rc : ℝ} (hrc : 0 ≤ rc)
    (h1 : ∀ r, HasDerivAt u (u' r) r) (h2 : ∀ r, HasDerivAt u' (u'' r) r)
    (hc : Continuous u'') (h0 : u 0 = 0) (hout : ∀ r, rc ≤ r → u r = 0) :
    FiniteKinetic u := by
  have hu : Continuous u := continuous_iff_continuousAt.2 fun r => (h1 r).continuousAt
  have hz : ∀ r ∈ Ioi (0 : ℝ) \ Ioc 0 rc, u r = 0 := fun r hr =>
    hout r (by
      by_contra h
      exact hr.2 ⟨hr.1, (not_le.1 h).le⟩)
  have hF : ∀ q, sineTransform u q = ∫ r in (0 : ℝ)..rc, Real.sin (q * r) * u r := by
    intro q
    rw [intervalIntegral.integral_of_le hrc]
    exact MeasureTheory.setIntegral_eq_of_subset_of_forall_sdiff_eq_zero measurableSet_Ioi
      Ioc_subset_Ioi_self (fun r hr => by rw [hz r hr, mul_zero])
  have hcF : Continuous (sineTransform u) := by
    have hj : Continuous fun p : ℝ × ℝ => Real.sin (p.1 * p.2) * u p.2 := by fun_prop
    rw [funext hF]
    exact intervalIntegral.continuous_parametric_intervalIntegral_of_continuous'
      (f := fun q r => Real.sin (q * r) * u r) hj 0 rc
  have hcK : Continuous (kineticDensity u) := (continuous_id.pow 2).mul (hcF.pow 2)
  -- two integrations by parts, done with one antiderivative
  have hI : ∀ q, (∫ r in (0 : ℝ)..rc, Real.sin (q * r) * u'' r) + q ^ 2 * sineTransform u q
      = Real.sin (q * rc) * u' rc := by
    intro q
    have hd : ∀ r ∈ uIcc 0 rc, HasDerivAt
        (fun r => Real.sin (q * r) * u' r - q * Real.cos (q * r) * u r)
        (Real.sin (q * r) * u'' r + q ^ 2 * (Real.sin (q * r) * u r)) r := by
      intro r _
      have hl : HasDerivAt (fun r => q * r) q r := by
        simpa using (hasDerivAt_id r).const_mul q
      exact ((hl.sin.fun_mul (h2 r)).fun_sub
        ((hl.cos.const_mul q).fun_mul (h1 r))).congr_deriv (by ring)
    have i1 : Continuous fun r => Real.sin (q * r) * u'' r := by fun_prop
    have i2 : Continuous fun r => q ^ 2 * (Real.sin (q * r) * u r) := by fun_prop
    have h := intervalIntegral.integral_eq_sub_of_hasDerivAt hd
      ((i1.add i2).intervalIntegrable 0 rc)
    rw [intervalIntegral.integral_add (i1.intervalIntegrable 0 rc)
      (i2.intervalIntegrable 0 rc), intervalIntegral.integral_const_mul, ← hF] at h
    simpa [h0, hout rc le_rfl] using h
  obtain ⟨C, hC⟩ : ∃ C, ∀ q, |q ^ 2 * sineTransform u q| ≤ C := by
    refine ⟨|u' rc| + ∫ r in (0 : ℝ)..rc, |u'' r|, fun q => ?_⟩
    have hs : ∀ x y : ℝ, |Real.sin x * y| ≤ |y| := fun x y => by
      rw [abs_mul]
      exact mul_le_of_le_one_left (abs_nonneg y) (Real.abs_sin_le_one x)
    have hb : ‖∫ r in (0 : ℝ)..rc, Real.sin (q * r) * u'' r‖ ≤ ∫ r in (0 : ℝ)..rc, |u'' r| :=
      intervalIntegral.norm_integral_le_of_norm_le hrc
        (Filter.Eventually.of_forall fun r _ => hs (q * r) (u'' r))
        (hc.abs.intervalIntegrable 0 rc)
    rw [Real.norm_eq_abs] at hb
    rw [eq_sub_of_add_eq' (hI q)]
    exact (abs_sub _ _).trans (add_le_add (hs _ _) hb)
  refine ⟨MeasureTheory.IntegrableOn.of_forall_sdiff_eq_zero hu.integrableOn_Ioc measurableSet_Ioi hz, ?_⟩
  rw [← Ioc_union_Ioi_eq_Ioi (zero_le_one' ℝ)]
  refine hcK.integrableOn_Ioc.union ?_
  -- at large `q` the density is bounded by `C² / q²`
  have hg : IntegrableOn (fun q : ℝ => C ^ 2 * q ^ (-2 : ℝ)) (Ioi 1) :=
    (integrableOn_Ioi_rpow_of_lt (by norm_num) one_pos).const_mul _
  refine Integrable.mono' hg hcK.aestronglyMeasurable
    (ae_restrict_of_forall_mem measurableSet_Ioi fun q hq => ?_)
  have hq0 : 0 < q := one_pos.trans hq
  have hk : 0 ≤ kineticDensity u q := mul_nonneg (sq_nonneg _) (sq_nonneg _)
  rw [Real.norm_of_nonneg hk, Real.rpow_neg hq0.le, Real.rpow_two, ← div_eq_mul_inv,
    le_div_iff₀ (by positivity)]
  have hb := abs_le.1 (hC q)
  calc kineticDensity u q * q ^ 2 = (q ^ 2 * sineTransform u q) ^ 2 := by
        rw [kineticDensity]
        ring
    _ ≤ C ^ 2 := sq_le_sq' hb.1 hb.2

end

end PartialWaveCutoff
```

```lean
#print axioms PartialWaveCutoff.relative_residual_scaled
#print axioms PartialWaveCutoff.least_cutoff_scaled
#print axioms PartialWaveCutoff.finiteKinetic_of_smooth
```

```
'PartialWaveCutoff.relative_residual_scaled' depends on axioms: [propext, Classical.choice, Quot.sound]
'PartialWaveCutoff.least_cutoff_scaled' depends on axioms: [propext, Classical.choice, Quot.sound]
'PartialWaveCutoff.finiteKinetic_of_smooth' depends on axioms: [propext, Classical.choice, Quot.sound]
```

## From the substitutions to the Lean proofs

`sineTransform_scaled` applies Mathlib's substitution rule `integral_comp_mul_left_Ioi` with factor $s^{-1}$. The step `e` rewrites the integrand as a function of $r/s$, and `h2` is the identity $s/\sqrt s=\sqrt s$. `kineticDensity_scaled` squares the result; its `linear_combination` step uses $s^{-1}s=1$.

In `finiteKinetic_scaled_iff`, `hA` treats the integrability of the radial function and `hB` that of the density. Each combines a change of variable with the removal of a nonzero constant factor. `tail_scaled` then performs the substitution in $q$, with lower limit $Q/s$.

`relative_residual_scaled` uses the tail law at $Q$ and at $0$. In `converged_scaled_iff`, `hq` divides the cutoff wave number by $s$, after which the common positive factor $s^2$ cancels from the inequality. `least_cutoff_scaled` writes a competing cutoff as $E=(Es^2)/s^2$, so that the equivalence carries it back to $u$ and the minimality of $E_0$ applies.

In `finiteKinetic_of_smooth`, `u'` and `u''` are separate functions, tied to $u$ by the derivative hypotheses `h1` and `h2`. The step `hF` reduces the transform to $[0,r_c]$, and `hcF` and `hcK` give continuity of $F$ and $K$. The antiderivative is differentiated in `hd` and integrated in `hI`; `hC` is the bound by $C$. Finally the $q$ axis is split at $1$: continuity handles the lower part, and `Integrable.mono'` compares the upper part with $C^2/q^2$.
